# A state attaining a lower bound E on the energy per squared norm of a finite Hermitian matrix satisfies Hu = Eu

The theorem `eigen_of_minimal` concerns a Hermitian matrix H on a finite set of sites and complex state vectors that need not be normalised. Suppose a real number E is a lower bound for the energy per squared norm, in the sense that Re⟨w, Hw⟩ ≥ E‖w‖² for every vector w, with ‖w‖² the sum of the site densities |wᵢ|². If a vector u gives equality, then Hu = Eu; the zero vector is allowed, and for it the equation is trivial. The proof varies u along the residual g = Hu − Eu: the energy of u + tg minus E times its squared norm is a quadratic in the real number t that has no constant term and is never negative, so its linear coefficient, 2‖g‖², must vanish. It then remains to pass from a vanishing total density of g to g = 0, and the attempt fails in this last step.

In Lean, a first try:

```lean
import Mathlib

open Matrix

namespace LatticeHohenbergKohn

noncomputable section

variable {n : Type*} [Fintype n] [DecidableEq n]

/-- The density of the state `x` at site `i`. -/
def density (x : n → ℂ) (i : n) : ℝ := ‖x i‖ ^ 2

/-- The real part of the expectation value of `H` in the (not necessarily normalized) state `x`. -/
def energy (H : Matrix n n ℂ) (x : n → ℂ) : ℝ := (star x ⬝ᵥ (H *ᵥ x)).re

/-- The expectation value of the identity is the total density. -/
theorem energy_one (x : n → ℂ) : energy 1 x = ∑ i, density x i := by
  rw [energy, Matrix.one_mulVec]
  simp only [dotProduct, Complex.re_sum]
  refine Finset.sum_congr rfl fun i _ => ?_
  rw [density, Complex.sq_norm, Complex.normSq_apply]
  simp only [Pi.star_apply, Complex.star_def, Complex.mul_re, Complex.conj_re, Complex.conj_im]
  ring

omit [DecidableEq n] in
/-- Second-order expansion of the energy when a state `u` is changed by `t` times `g`. -/
theorem energy_variation {H : Matrix n n ℂ} (hH : H.IsHermitian) (u g : n → ℂ) (t : ℝ) :
    energy H (u + (t : ℂ) • g) =
      energy H u + 2 * t * (star g ⬝ᵥ (H *ᵥ u)).re + t ^ 2 * energy H g := by
  have hsym : star u ⬝ᵥ (H *ᵥ g) = star (star g ⬝ᵥ (H *ᵥ u)) := by
    have h : star u ⬝ᵥ (H *ᵥ g) = star (star (H *ᵥ g) ⬝ᵥ u) := Matrix.star_dotProduct _ _
    rw [h, Matrix.star_mulVec, hH.eq, ← Matrix.dotProduct_mulVec]
  simp only [energy, star_add, star_smul, Matrix.mulVec_add, Matrix.mulVec_smul, add_dotProduct,
    dotProduct_add, smul_dotProduct, dotProduct_smul, smul_eq_mul, hsym, Complex.star_def,
    Complex.conj_ofReal, Complex.add_re, Complex.re_ofReal_mul, Complex.conj_re]
  ring

/-- For a Hermitian matrix, a state that attains a lower bound `E` of the energy per squared norm
satisfies the eigenvalue equation with eigenvalue `E`. -/
theorem eigen_of_minimal {H : Matrix n n ℂ} (hH : H.IsHermitian) {E : ℝ} {u : n → ℂ}
    (hlow : ∀ w : n → ℂ, E * ∑ i, density w i ≤ energy H w)
    (hu : energy H u = E * ∑ i, density u i) : H *ᵥ u = (E : ℂ) • u := by
  -- a quadratic without constant term that is never negative has no linear term
  have alg : ∀ N K : ℝ, 0 ≤ K → (∀ t : ℝ, 0 ≤ 2 * t * N + t ^ 2 * K) → N = 0 := by
    intro N K hK h
    have hK1 : K + 1 ≠ 0 := by positivity
    obtain ⟨t, ht⟩ : ∃ t : ℝ, N = -t * (K + 1) := ⟨-N / (K + 1), by field_simp⟩
    have h1 : t ^ 2 * (K + 2) ≤ 0 := by linear_combination h t + 2 * t * ht
    have h2 : t ^ 2 = 0 := by nlinarith [sq_nonneg t, mul_nonneg (sq_nonneg t) hK]
    have h3 : t = 0 := pow_eq_zero_iff two_ne_zero |>.mp h2
    rw [ht, h3]
    ring
  -- vary the state along the residual of the eigenvalue equation
  obtain ⟨g, hg⟩ : ∃ g, g = H *ᵥ u - (E : ℂ) • u := ⟨_, rfl⟩
  have hx : ∀ y : n → ℂ, y ⬝ᵥ g = y ⬝ᵥ (H *ᵥ u) - (E : ℂ) * (y ⬝ᵥ u) := by
    intro y
    rw [hg, dotProduct_sub, dotProduct_smul, smul_eq_mul]
  have hc : energy 1 g = (star g ⬝ᵥ (H *ᵥ u)).re - E * (star g ⬝ᵥ u).re := by
    rw [energy, Matrix.one_mulVec, hx, Complex.sub_re, Complex.re_ofReal_mul]
  rw [← energy_one u] at hu
  have hN : energy 1 g = 0 := by
    refine alg _ (energy H g - E * energy 1 g) ?_ fun t => ?_
    · have h := hlow g
      rw [← energy_one g] at h
      linarith
    · have h := hlow (u + (t : ℂ) • g)
      rw [← energy_one (u + (t : ℂ) • g), energy_variation hH,
        energy_variation Matrix.isHermitian_one, Matrix.one_mulVec] at h
      linear_combination h + hu - 2 * t * hc
  rw [energy_one, Finset.sum_eq_zero_iff_of_nonneg (fun i _ => sq_nonneg _)] at hN
  have hg0 : g = 0 := by
    funext i
    simpa [density] using hN i (Finset.mem_univ i)
  exact sub_eq_zero.mp (hg.symm.trans hg0)

end

end LatticeHohenbergKohn
```

The error:

```
Main.lean:71:18: error: Tactic `rewrite` failed: Did not find an occurrence of the pattern
  @Eq ?m.641 (∑ i ∈ ?m.630, ?m.644 i ^ 2) 0
in the target expression
  @Eq ℝ (∑ i, density g i) 0

n : Type u_1
inst✝¹ : Fintype n
inst✝ : DecidableEq n
H : Matrix n n ℂ
hH : H.IsHermitian
E : ℝ
u : n → ℂ
hlow : ∀ (w : n → ℂ), E * ∑ i, density w i ≤ energy H w
hu : energy H u = E * energy 1 u
alg : ∀ (N K : ℝ), 0 ≤ K → (∀ (t : ℝ), 0 ≤ 2 * t * N + t ^ 2 * K) → N = 0
g : n → ℂ
hg : g = H *ᵥ u - ↑E • u
hx : ∀ (y : n → ℂ), y ⬝ᵥ g = y ⬝ᵥ H *ᵥ u - ↑E * y ⬝ᵥ u
hc : energy 1 g = (star g ⬝ᵥ H *ᵥ u).re - E * (star g ⬝ᵥ u).re
hN : ∑ i, density g i = 0
⊢ H *ᵥ u = ↑E • u
```

Cause. The error says that `rw` found no sum of squares equal to zero in `hN`. The rewrite with `energy_one` had already worked, leaving `∑ i, density g i = 0`. The next lemma, `Finset.sum_eq_zero_iff_of_nonneg`, takes a proof that the summands are nonnegative, and here that proof was `sq_nonneg _`. Since `sq_nonneg` speaks of a square, Lean fixed the summand as `?m.644 i ^ 2` before looking at `hN`. By definition `density g i` is the square `‖g i‖ ^ 2`, but `rw` does not unfold an ordinary definition such as `density` to find a match.

The repair first proves `hpos`, which states nonnegativity for `density g i` itself. The lemma's summand is then `density g i`, and the pattern matches `hN` as it stands. Inside the proof of `hpos`, `unfold density` exposes the squared norm, which `positivity` shows to be nonnegative.

The change, after which it compiles:

```diff
@@ -69,5 +69,9 @@
         energy_variation Matrix.isHermitian_one, Matrix.one_mulVec] at h
       linear_combination h + hu - 2 * t * hc
-  rw [energy_one, Finset.sum_eq_zero_iff_of_nonneg (fun i _ => sq_nonneg _)] at hN
+  have hpos : ∀ i ∈ Finset.univ, 0 ≤ density g i := by
+    intro i _
+    unfold density
+    positivity
+  rw [energy_one, Finset.sum_eq_zero_iff_of_nonneg hpos] at hN
   have hg0 : g = 0 := by
     funext i
```
